# Algebraic Favard theorem: a three-term recurrence has exactly one normalised functional that makes its polynomials orthogonal

A Lanczos run on a Hermitian matrix $H$, started from a normalised state $\psi$, produces coefficients $a_0, c_1, a_1, \dots$ The first two are the mean energy and the energy variance in $\psi$. Conversely, suppose that only the coefficients are given. Which expectation values $L(p)=\langle\psi|p(H)|\psi\rangle$ of polynomials $p$ do they fix?

Take two steps of the recurrence, $P_1=X-a_0$ and $P_2=(X-a_1)P_1-c_1$, and demand $L(1)=1$ and $L(P_1)=L(P_2)=0$. The first two conditions give $L(X)=a_0$. Rewriting one factor of $P_1^2$ with the recurrence gives

$$P_1^2=(X-a_0)P_1=P_2+(a_1-a_0)P_1+c_1,$$

so $L(P_1^2)=c_1$, which is the variance. This value was not put in; it follows from the recurrence and the vanishing of $L(P_1)$ and $L(P_2)$. The same exchange works at every order, for coefficients in any field.

## The recurrence and its functional

```lean
import Mathlib

open Polynomial

namespace AlgebraicFavard

noncomputable section

variable {K : Type*} [Field K] (a c : ℕ → K)
```

`K` is any field, for instance the real or complex numbers. The coefficients are two sequences `a` and `c` in `K`, with no condition on either.

```lean
/-- The monic polynomials of the three-term recurrence
`P_(k+1) = (X - a_k) P_k - c_k P_(k-1)` with `P_0 = 1` and `P_(-1) = 0`. -/
def orthoPoly : ℕ → K[X]
  | 0 => 1
  | 1 => X - C (a 0)
  | k + 2 => (X - C (a (k + 1))) * orthoPoly (k + 1) - C (c (k + 1)) * orthoPoly k
```

`K[X]` is the ring of polynomials over `K`, and `C` turns a number into a constant polynomial. The definition reads $P_0=1$, $P_1=X-a_0$ and

$$P_{k+2}=(X-a_{k+1})P_{k+1}-c_{k+1}P_k.$$

Starting with two explicit cases avoids an index $-1$, and $c_0$ is never used. The $P_k$ are monic, not normalised. For real $a_k$ and positive $c_k$, the usual Lanczos off-diagonal element is $b_k=\sqrt{c_k}$.

```lean
/-- The product `c_1 ... c_k`. -/
def weight (k : ℕ) : K := ∏ i ∈ Finset.range k, c (i + 1)
```

This is $w_k=c_1\cdots c_k$. `Finset.range k` runs over $0,\dots,k-1$, hence the shift in `c (i + 1)`; the empty product gives $w_0=1$.

```lean
/-- A linear functional is a moment functional of the recurrence if it sends `1` to `1`
and every `P_n` with `n ≥ 1` to zero. -/
def IsMomentFunctional (L : K[X] →ₗ[K] K) : Prop :=
  L 1 = 1 ∧ ∀ n, 1 ≤ n → L (orthoPoly a c n) = 0
```

The type `K[X] →ₗ[K] K` contains the linear maps from polynomials to numbers. Such an $L$ is called a moment functional here if $L(1)=1$ and $L(P_n)=0$ for all $n\ge1$. Orthogonality between general $P_i$ and $P_j$ is not assumed.

## A chain that carries the coefficients

```lean
/-- The image of site `k` under the tridiagonal operator:
`e_(k+1) + a_k e_k + c_k e_(k-1)`, without the last term for `k = 0`. -/
def jacobiColumn : ℕ → (ℕ →₀ K)
  | 0 => Finsupp.single 1 1 + a 0 • Finsupp.single 0 1
  | k + 1 => Finsupp.single (k + 2) 1 + a (k + 1) • Finsupp.single (k + 1) 1
      + c (k + 1) • Finsupp.single k 1
```

`ℕ →₀ K` is the space of vectors on a half-infinite chain with finitely many nonzero components, and `Finsupp.single k 1` is the site vector $e_k$. The image of a site is

$$Je_k=e_{k+1}+a_ke_k+c_ke_{k-1},$$

without the last term at $k=0$.

```lean
/-- The tridiagonal (Jacobi) operator `J` on the half-infinite chain. -/
def jacobi : Module.End K (ℕ →₀ K) := Finsupp.linearCombination K (jacobiColumn a c)
```

Linear extension of these columns gives the operator $J$. Its matrix has $1$ below the diagonal and $c_k$ above it. For positive $c_k$, rescaling the sites to $e_k/\sqrt{w_k}$ gives the symmetric form with $b_k$ on both sides.

```lean
/-- The chain state `p(J) e_0` obtained by applying a polynomial in `J` to the first site. -/
def chainState (p : K[X]) : ℕ →₀ K := aeval (jacobi a c) p (Finsupp.single 0 1)
```

`aeval` substitutes $J$ for $X$, so this is the chain state $p(J)e_0$.

```lean
/-- The functional `p ↦ (p(J) e_0)_0`, the component of the chain state on the first site. -/
def momentFunctional : K[X] →ₗ[K] K where
  toFun p := chainState a c p 0
  map_add' p q := by simp [chainState]
  map_smul' r p := by simp [chainState]
```

The candidate functional is the component of that state on the first site, $p\mapsto(p(J)e_0)_0$. The two `simp` lines check linearity.

```lean
/-- The polynomial `P_n` of the Jacobi operator moves the first site to site `n`:
`P_n(J) e_0 = e_n`. -/
theorem chainState_orthoPoly : ∀ n, chainState a c (orthoPoly a c n) = Finsupp.single n 1
  | 0 => by simp [chainState, orthoPoly]
  | 1 => by
    have h : jacobi a c (Finsupp.single 0 1) = jacobiColumn a c 0 := by simp [jacobi]
    simp only [chainState, orthoPoly, map_sub, aeval_X, aeval_C, LinearMap.sub_apply,
      Module.algebraMap_end_apply, h, jacobiColumn]
    module
  | n + 2 => by
    have h : jacobi a c (Finsupp.single (n + 1) 1) = jacobiColumn a c (n + 1) := by
      simp [jacobi]
    have h0 := chainState_orthoPoly n
    have h1 := chainState_orthoPoly (n + 1)
    simp only [chainState] at h0 h1
    simp only [chainState, orthoPoly, map_sub, map_mul, aeval_X, aeval_C, LinearMap.sub_apply,
      Module.End.mul_apply, Module.algebraMap_end_apply, h0, h1, h, jacobiColumn]
    module
```

The theorem says $P_n(J)e_0=e_n$. By hand, $n=0$ is immediate and $(J-a_0)e_0=e_1$. If the claim holds for $n$ and $n+1$, then

$$P_{n+2}(J)e_0=(J-a_{n+1})e_{n+1}-c_{n+1}e_n=e_{n+2}.$$

In Lean the theorem calls itself at the smaller indices, which is the induction hypothesis, and `module` does the vector algebra.

```lean
/-- Every polynomial is the combination of the `P_k` whose coefficients are the components
of its chain state. -/
theorem expansion (p : K[X]) :
    Finsupp.linearCombination K (orthoPoly a c) (chainState a c p) = p := by
  -- sending `e_k` to `P_k` turns `J` into multiplication by `X`
  have hJ : ∀ v : ℕ →₀ K, Finsupp.linearCombination K (orthoPoly a c) (jacobi a c v)
      = X * Finsupp.linearCombination K (orthoPoly a c) v := by
    intro v
    refine Finsupp.induction_linear v ?_ ?_ ?_
    · simp
    · intro u v hu hv
      simp only [map_add, mul_add, hu, hv]
    · intro k r
      rcases k with _ | k <;>
      · simp only [jacobi, Finsupp.linearCombination_single, jacobiColumn, map_smul, map_add,
          orthoPoly, one_smul, smul_eq_C_mul]
        ring
  have hp : ∀ v : ℕ →₀ K, Finsupp.linearCombination K (orthoPoly a c) (aeval (jacobi a c) p v)
      = p * Finsupp.linearCombination K (orthoPoly a c) v := by
    refine Polynomial.induction_on p ?_ ?_ ?_
    · intro r v
      simp only [aeval_C, Module.algebraMap_end_apply, map_smul, smul_eq_C_mul]
    · intro p q hp hq v
      simp only [map_add, LinearMap.add_apply, hp, hq, add_mul]
    · intro n r ih v
      rw [pow_succ, ← mul_assoc, map_mul, aeval_X, Module.End.mul_apply, ih, hJ]
      ring
  rw [chainState, hp, Finsupp.linearCombination_single, one_smul, orthoPoly, mul_one]
```

Every polynomial is recovered from its chain state: $p=\sum_k(p(J)e_0)_kP_k$. To see this, let $S$ be the linear map with $S(e_k)=P_k$. The recurrence gives

$$S(Je_k)=P_{k+1}+a_kP_k+c_kP_{k-1}=XP_k,$$

again without the last term at $k=0$. By linearity $S(Jv)=X\,S(v)$ for every $v$, which is `hJ`. Repeating this for powers and adding gives $S(p(J)v)=p\,S(v)$, which is `hp`. Setting $v=e_0$ finishes the argument, since $S(e_0)=1$.

## Orthogonality and norms

```lean
variable {a c} {L : K[X] →ₗ[K] K}

/-- For a moment functional and `i ≤ j`, the value `L(P_i P_j)` is `c_1 ... c_i` if `i = j`
and zero otherwise. -/
theorem pairing_of_le (hL : IsMomentFunctional a c L) : ∀ i j, i ≤ j →
    L (orthoPoly a c i * orthoPoly a c j) = if i = j then weight c i else 0
  | 0, 0, _ => by simp [orthoPoly, weight, hL.1]
  | 0, j + 1, _ => by
    have h := hL.2 (j + 1) (by omega)
    rw [orthoPoly, one_mul, h, if_neg (show ¬ 0 = j + 1 by omega)]
  | i + 1, 0, h => absurd h (by omega)
  | 1, j + 1, _ => by
    have e : orthoPoly a c 1 * orthoPoly a c (j + 1) = orthoPoly a c (j + 2)
        + (a (j + 1) - a 0) • orthoPoly a c (j + 1)
        + c (j + 1) • (orthoPoly a c 0 * orthoPoly a c j) := by
      simp only [orthoPoly, smul_eq_C_mul, map_sub]
      ring
    rw [e, map_add, map_add, map_smul, map_smul, hL.2 (j + 2) (by omega),
      hL.2 (j + 1) (by omega), pairing_of_le hL 0 j (by omega)]
    by_cases h : 0 = j
    · subst h
      simp [weight]
    · rw [if_neg h, if_neg (show ¬ 1 = j + 1 by omega)]
      simp
  | i + 2, j + 1, hij => by
    -- move `X` from the left factor to the right factor
    have e : orthoPoly a c (i + 2) * orthoPoly a c (j + 1)
        = orthoPoly a c (i + 1) * orthoPoly a c (j + 2)
        + (a (j + 1) - a (i + 1)) • (orthoPoly a c (i + 1) * orthoPoly a c (j + 1))
        + c (j + 1) • (orthoPoly a c (i + 1) * orthoPoly a c j)
        - c (i + 1) • (orthoPoly a c i * orthoPoly a c (j + 1)) := by
      simp only [orthoPoly, smul_eq_C_mul, map_sub]
      ring
    rw [e, map_sub, map_add, map_add, map_smul, map_smul, map_smul,
      pairing_of_le hL (i + 1) (j + 2) (by omega), pairing_of_le hL (i + 1) (j + 1) (by omega),
      pairing_of_le hL (i + 1) j (by omega), pairing_of_le hL i (j + 1) (by omega),
      if_neg (show ¬ i + 1 = j + 2 by omega), if_neg (show ¬ i + 1 = j + 1 by omega),
      if_neg (show ¬ i = j + 1 by omega)]
    by_cases h : i + 1 = j
    · subst h
      simp [weight, Finset.prod_range_succ, mul_comm]
    · rw [if_neg h, if_neg (show ¬ i + 2 = j + 1 by omega)]
      simp
```

From here on $L$ is an arbitrary functional, and `hL` is the assumption that it is a moment functional. For $i\le j$ the claim is $L(P_iP_j)=w_i$ if $i=j$, and zero otherwise.

The proof is an induction on the left index. Index $0$ is the defining property of $L$. For index $1$, the opening calculation generalises to

$$P_1P_{j+1}=P_{j+2}+(a_{j+1}-a_0)P_{j+1}+c_{j+1}P_0P_j.$$

The first two terms vanish under $L$, and the third gives $c_1$ if $j=0$ and zero otherwise.

For larger indices, write $XP_{i+1}P_{j+1}$ in two ways, using the recurrence once on each factor, and compare:

$$\begin{aligned}P_{i+2}P_{j+1}={}&P_{i+1}P_{j+2}+(a_{j+1}-a_{i+1})P_{i+1}P_{j+1}\\&+c_{j+1}P_{i+1}P_j-c_{i+1}P_iP_{j+1}.\end{aligned}$$

Every left index on the right-hand side is smaller than $i+2$. Since $i+2\le j+1$, the first, second and fourth products have unequal indices and vanish under $L$. The third contributes only for $j=i+1$, where it gives $c_{i+2}w_{i+1}=w_{i+2}$. In the code, `e` is this identity, `ring` verifies it, and `omega` settles the index inequalities.

```lean
/-- A moment functional gives `L(P_i P_j) = c_1 ... c_i` if `i = j` and zero otherwise. -/
theorem pairing (hL : IsMomentFunctional a c L) (i j : ℕ) :
    L (orthoPoly a c i * orthoPoly a c j) = if i = j then weight c i else 0 := by
  rcases le_or_gt i j with h | h
  · exact pairing_of_le hL i j h
  · rw [mul_comm, pairing_of_le hL j i h.le, if_neg (show ¬ j = i by omega),
      if_neg (show ¬ i = j by omega)]
```

Because $P_iP_j=P_jP_i$, the restriction $i\le j$ can be removed. Orthogonality here means $L(P_iP_j)=0$, without complex conjugation. For real coefficients, Hermitian $H$ and $L(p)=\langle\psi|p(H)|\psi\rangle$, this is the usual orthogonality of the vectors $P_i(H)\psi$ and $P_j(H)\psi$, and $L(P_k^2)$ is the squared norm of $P_k(H)\psi$.

```lean
/-- For a moment functional, `L(P_k p)` is the component of the chain state `p(J) e_0` on
site `k` times `c_1 ... c_k`. -/
theorem projection (hL : IsMomentFunctional a c L) (k : ℕ) (p : K[X]) :
    L (orthoPoly a c k * p) = chainState a c p k * weight c k := by
  have key : ∀ w : ℕ →₀ K, L (orthoPoly a c k * Finsupp.linearCombination K (orthoPoly a c) w)
      = w k * weight c k := by
    intro w
    refine Finsupp.induction_linear w ?_ ?_ ?_
    · simp
    · intro u v hu hv
      rw [map_add, mul_add, map_add, hu, hv, Finsupp.add_apply, add_mul]
    · intro i r
      rw [Finsupp.linearCombination_single, mul_smul_comm, map_smul, pairing hL, smul_eq_mul]
      by_cases h : k = i
      · subst h
        simp
      · simp [h]
  have h := key (chainState a c p)
  rwa [expansion] at h
```

This theorem states $L(P_kp)=(p(J)e_0)_k\,w_k$. Expand $p$ in the $P_i$ as above and apply $L$ to $P_kp$; orthogonality leaves only the term $i=k$. Lean proves this for any finite combination (`key`) and then inserts the expansion of $p$.

## Exactly one functional

```lean
variable (a c) in
/-- **Algebraic Favard theorem.** The recurrence has exactly one moment functional; under it
distinct `P_i`, `P_j` are orthogonal and `L(P_k²) = c_1 ... c_k`. -/
theorem favard : (∃! L : K[X] →ₗ[K] K, IsMomentFunctional a c L) ∧
    ∀ L : K[X] →ₗ[K] K, IsMomentFunctional a c L →
      (∀ i j, i ≠ j → L (orthoPoly a c i * orthoPoly a c j) = 0) ∧
      ∀ k, L (orthoPoly a c k ^ 2) = ∏ i ∈ Finset.range k, c (i + 1) := by
  refine ⟨⟨momentFunctional a c, ⟨?_, ?_⟩, ?_⟩, fun L hL => ⟨?_, ?_⟩⟩
  · change chainState a c 1 0 = 1
    simp [chainState]
  · intro n hn
    have hn' : n ≠ 0 := by omega
    change chainState a c (orthoPoly a c n) 0 = 0
    rw [chainState_orthoPoly]
    simp [hn']
  · -- uniqueness: the value on `p` is forced to be the first component of the chain state
    intro L hL
    refine LinearMap.ext fun p => ?_
    change L p = chainState a c p 0
    have h := projection hL 0 p
    simpa [orthoPoly, weight] using h
  · intro i j hij
    rw [pairing hL, if_neg hij]
  · intro k
    rw [sq, pairing hL, if_pos rfl, weight]
```

`∃!` means "there is exactly one". The first part says that one and only one linear $L$ satisfies $L(1)=1$ and $L(P_n)=0$ for $n\ge1$. The second says that any such $L$ also satisfies $L(P_iP_j)=0$ for $i\ne j$ and $L(P_k^2)=c_1\cdots c_k$.

For existence, take the first-site component: it sends $1$ to $1$ and $P_n$ to $(e_n)_0=0$ for $n\ge1$. For uniqueness, put $k=0$ in the previous theorem. Since $P_0=w_0=1$, every moment functional must have $L(p)=(p(J)e_0)_0$. The last two bullets of the proof read off the pairing formula.

The name Favard is often attached to a positive measure on the real line, obtained for real $a_k$ and positive $c_k$. The functional here is purely algebraic, and no measure is constructed.

In the recursion method for a local density of states, $L(X^n)$ is the $n$-th moment seen from the starting orbital, for a single starting state and coefficients free of rounding. Identifying $L(p)$ with $\langle\psi|p(H)|\psi\rangle$ for an actual $H$ requires one further step: that $\langle\psi|P_n(H)|\psi\rangle=0$ for $n\ge1$. The orthogonality of the Lanczos vectors supplies this for as long as the run continues. On a finite matrix the run stops at some $c_m=0$, where $P_m(H)\psi=0$; the recurrence then gives $P_n(H)\psi=0$ for all $n\ge m$, however the later coefficients are chosen. If a run is cut off earlier, after $a_N$, and the later coefficients are supplied by a model, only the moments $L(X^n)$ with $n\le 2N+1$ are guaranteed to be those of $H$.

## Vanishing coefficients and the way back

```lean
/-- For a moment functional, the pairing `(p, q) ↦ L(p q)` is nondegenerate exactly when all
of `c_1, c_2, ...` are nonzero. -/
theorem nondegenerate_iff (hL : IsMomentFunctional a c L) :
    (∀ p : K[X], (∀ q, L (p * q) = 0) → p = 0) ↔ ∀ k, c (k + 1) ≠ 0 := by
  constructor
  · intro h k hc
    -- if `c_(k+1) = 0`, then `P_(k+1)` is orthogonal to everything
    have h0 : orthoPoly a c (k + 1) = 0 := h _ fun q => by
      rw [projection hL, weight, Finset.prod_range_succ, hc, mul_zero, mul_zero]
    have e := DFunLike.congr_fun (chainState_orthoPoly a c (k + 1)) (k + 1)
    rw [h0] at e
    simp [chainState] at e
  · intro hc p hp
    have hw : chainState a c p = 0 := by
      ext k
      have h := hp (orthoPoly a c k)
      rw [mul_comm, projection hL] at h
      exact (mul_eq_zero.1 h).resolve_right (Finset.prod_ne_zero_iff.2 fun i _ => hc i)
    rw [← expansion a c p, hw, map_zero]
```

Nondegenerate means that only $p=0$ satisfies $L(pq)=0$ for all $q$. This holds exactly when $c_1,c_2,\dots$ are all nonzero.

If $c_{k+1}=0$, then $w_{k+1}=0$ and $L(P_{k+1}q)=0$ for every $q$, although $P_{k+1}\ne0$ because its chain state is $e_{k+1}$. Conversely, if no coefficient vanishes, then $L(pP_k)=0$ forces $(p(J)e_0)_k=0$ for each $k$, and the expansion gives $p=0$. In a Lanczos run a zero $c_{k+1}$ marks termination: the Krylov space is exhausted.

```lean
/-- Recursion coefficients from a moment functional: if `L(P_k²) ≠ 0`, then
`a_k = L(X P_k²) / L(P_k²)` and `c_(k+1) = L(P_(k+1)²) / L(P_k²)`. -/
theorem coefficients_from_moments (hL : IsMomentFunctional a c L) (k : ℕ)
    (hk : L (orthoPoly a c k ^ 2) ≠ 0) :
    a k = L (X * orthoPoly a c k ^ 2) / L (orthoPoly a c k ^ 2) ∧
    c (k + 1) = L (orthoPoly a c (k + 1) ^ 2) / L (orthoPoly a c k ^ 2) := by
  refine ⟨(eq_div_iff hk).2 ?_, (eq_div_iff hk).2 ?_⟩
  · rcases k with _ | k
    · have e : X * orthoPoly a c 0 ^ 2 = orthoPoly a c 1 + a 0 • orthoPoly a c 0 ^ 2 := by
        simp only [orthoPoly, smul_eq_C_mul]
        ring
      rw [e, map_add, map_smul, hL.2 1 le_rfl, smul_eq_mul, zero_add]
    · have e : X * orthoPoly a c (k + 1) ^ 2 = orthoPoly a c (k + 2) * orthoPoly a c (k + 1)
          + a (k + 1) • orthoPoly a c (k + 1) ^ 2
          + c (k + 1) • (orthoPoly a c k * orthoPoly a c (k + 1)) := by
        simp only [orthoPoly, smul_eq_C_mul]
        ring
      rw [e, map_add, map_add, map_smul, map_smul, pairing hL (k + 2), pairing hL k,
        if_neg (show ¬ k + 2 = k + 1 by omega), if_neg (show ¬ k = k + 1 by omega)]
      simp
  · rw [sq, sq, pairing hL, pairing hL, if_pos rfl, if_pos rfl, weight, weight,
      Finset.prod_range_succ, mul_comm]

end

end AlgebraicFavard
```

Where $L(P_k^2)\ne0$, the coefficients follow from the functional:

$$a_k=\frac{L(XP_k^2)}{L(P_k^2)},\qquad c_{k+1}=\frac{L(P_{k+1}^2)}{L(P_k^2)}.$$

For the first, multiply the recurrence by $P_k$:

$$XP_k^2=P_{k+1}P_k+a_kP_k^2+c_kP_{k-1}P_k.$$

Only the middle term survives under $L$; at $k=0$ the last term is absent. The second is $w_{k+1}/w_k=c_{k+1}$. Since $P_k$ contains only earlier coefficients, the formulas can be applied in order from $k=0$, up to and including the first vanishing $c_{k+1}$.

```lean
#print axioms AlgebraicFavard.chainState_orthoPoly
#print axioms AlgebraicFavard.favard
#print axioms AlgebraicFavard.nondegenerate_iff
#print axioms AlgebraicFavard.coefficients_from_moments
```

```
'AlgebraicFavard.chainState_orthoPoly' depends on axioms: [propext, Classical.choice, Quot.sound]
'AlgebraicFavard.favard' depends on axioms: [propext, Classical.choice, Quot.sound]
'AlgebraicFavard.nondegenerate_iff' depends on axioms: [propext, Classical.choice, Quot.sound]
'AlgebraicFavard.coefficients_from_moments' depends on axioms: [propext, Classical.choice, Quot.sound]
```
